# For positive parameters, the VV10 kernel is finite at contact, decays as R⁻⁶ and has an explicit cutoff error bound

The VV10 density functional describes dispersion through a nonlocal correlation energy. Its kernel for two points at distance R, in atomic units, is

Φ(R) = −3 / (2 g g′ (g + g′)), with g = wR² + k and g′ = w′R² + k′.

When w, w′, k and k′ are positive, |Φ| is finite everywhere and largest at R = 0, while R⁶Φ tends to −3/(2ww′(w + w′)) at large R. On a grid, the part of this energy that contains Φ is half the double sum of nᵢnⱼΦᵢⱼ over all points, where nᵢ ≥ 0 is the density at point i times its quadrature weight and N is the sum of the nᵢ. If every kᵢ is positive and every wᵢ ≥ w0 > 0, dropping the pairs beyond a radius Rc > 0 should therefore change this energy by at most 3N²/(8w0³Rc⁶). Can this be made rigorous, with the constants, and checked in Lean?

## From the sign of Φ to the cutoff error

Yes, all of it holds under those hypotheses. Moreover, dropping pairs never lowers the energy, so the error has a known sign.

**Contact.** Since g and g′ are positive, Φ is negative and

|Φ(R)| = 3 / (2 g g′ (g + g′)).

At R = 0 we have g = k and g′ = k′, so |Φ(0)| = 3/(2kk′(k + k′)). For R ≠ 0, wR² and w′R² are positive, so g > k and g′ > k′. The denominator is then strictly larger and |Φ| strictly smaller.

**Long range.** For R > 0, dividing each of the three factors in the denominator by R² gives

R⁶Φ(R) = −3 / (2 (w + k/R²)(w′ + k′/R²)(w + k/R² + w′ + k′/R²)).

The terms k/R² and k′/R² vanish as R → ∞, which leaves −3/(2ww′(w + w′)). Because k and k′ are positive, g > wR² and g′ > w′R², so R⁶|Φ| stays strictly below the magnitude of this limit at every distance.

**Cutoff.** The energy is

E = (1/2) ∑ᵢ ∑ⱼ nᵢ nⱼ Φᵢⱼ,

where Φᵢⱼ is the kernel for points i and j. Let E(Rc) be the same sum restricted to pairs at distance at most Rc. A dropped pair has R > Rc, so g and g′ are both at least w0Rc², and

|Φᵢⱼ| ≤ 3 / (2 · w0Rc² · w0Rc² · 2w0Rc²) = 3 / (4w0³Rc⁶).

Each dropped term is nonpositive, so removing it cannot lower the energy. The products nᵢnⱼ over the dropped pairs add up to at most ∑ᵢ ∑ⱼ nᵢnⱼ = N². Hence

0 ≤ E(Rc) − E ≤ (1/2) · N² · 3/(4w0³Rc⁶) = 3N²/(8w0³Rc⁶).

The error is therefore at most ε > 0 whenever Rc⁶ ≥ 3N²/(8w0³ε).

## Two grid points at distance 3

Take two points with all nᵢ, wᵢ and kᵢ equal to 1, at distance 3, and set Rc = 2. These round values are chosen for easy arithmetic and are not taken from a real density. At contact Φ = −3/4. At R = 3 both g and g′ equal 10, so

Φ(3) = −3/(2 · 10 · 10 · 20) = −0.00075.

Then R⁶Φ = 729 · (−0.00075) ≈ −0.547, smaller in magnitude than the limit −0.75. The two self-pairs contribute −0.75 to the energy and the two ordered cross pairs −0.00075, so E = −0.75075 and E(2) = −0.75. The error is 0.00075. With N = 2 and w0 = 1 the bound is 12/512 ≈ 0.0234, which is safe but loose. Most of the gap arises because the bound evaluates the tail at Rc = 2 and not at the actual distance 3, which costs a factor (3/2)⁶ ≈ 11.4. The bound also ignores the damping by k and counts the self-pairs as if they had been dropped.

## The Lean file

```lean
import Mathlib

open Filter Topology

namespace VV10Kernel

noncomputable section

/-- The local function `g = w R² + k` of the VV10 kernel at distance `R`. -/
def g (w k R : ℝ) : ℝ := w * R ^ 2 + k

/-- The VV10 kernel `Φ = -3 / (2 g g' (g + g'))` for two points at distance `R`. -/
def kernel (w w' k k' R : ℝ) : ℝ :=
  -3 / (2 * (g w k R * g w' k' R * (g w k R + g w' k' R)))

/-- The position space of the grid points. -/
abbrev Space := EuclideanSpace ℝ (Fin 3)

variable {ι : Type*} [Fintype ι]

/-- The contribution `n_i n_j Φ_ij` of an ordered pair of grid points. -/
def pairTerm (r : ι → Space) (n w k : ι → ℝ) (i j : ι) : ℝ :=
  n i * n j * kernel (w i) (w j) (k i) (k j) (dist (r i) (r j))

/-- The nonlocal energy `(1/2) ∑ n_i n_j Φ_ij` on the grid. -/
def energy (r : ι → Space) (n w k : ι → ℝ) : ℝ :=
  1 / 2 * ∑ i, ∑ j, pairTerm r n w k i j

/-- The nonlocal energy with only the pairs at distance at most `Rc` retained. -/
def cutoffEnergy (r : ι → Space) (n w k : ι → ℝ) (Rc : ℝ) : ℝ :=
  1 / 2 * ∑ i, ∑ j, if dist (r i) (r j) ≤ Rc then pairTerm r n w k i j else 0

/-- For positive parameters the function `g` is positive at every distance. -/
theorem g_pos {w k : ℝ} (hw : 0 < w) (hk : 0 < k) (R : ℝ) : 0 < g w k R := by
  unfold g
  positivity

/-- For positive parameters the kernel is negative at every distance. -/
theorem kernel_neg {w w' k k' : ℝ} (hw : 0 < w) (hw' : 0 < w')
    (hk : 0 < k) (hk' : 0 < k') (R : ℝ) : kernel w w' k k' R < 0 := by
  have h1 := g_pos hw hk R
  have h2 := g_pos hw' hk' R
  unfold kernel
  exact div_neg_of_neg_of_pos (by norm_num) (by positivity)

/-- For positive parameters the magnitude of the kernel is `3 / (2 g g' (g + g'))`. -/
theorem abs_kernel {w w' k k' : ℝ} (hw : 0 < w) (hw' : 0 < w')
    (hk : 0 < k) (hk' : 0 < k') (R : ℝ) :
    |kernel w w' k k' R| =
      3 / (2 * (g w k R * g w' k' R * (g w k R + g w' k' R))) := by
  rw [abs_of_neg (kernel_neg hw hw' hk hk' R)]
  simp only [kernel, neg_div, neg_neg]

/-- For positive parameters the magnitude of the kernel is at most `3 / (2 k k' (k + k'))`, and this
value is reached exactly at `R = 0`. -/
theorem abs_kernel_le_contact {w w' k k' : ℝ} (hw : 0 < w) (hw' : 0 < w')
    (hk : 0 < k) (hk' : 0 < k') (R : ℝ) :
    |kernel w w' k k' R| ≤ 3 / (2 * (k * k' * (k + k'))) ∧
      (|kernel w w' k k' R| = 3 / (2 * (k * k' * (k + k'))) ↔ R = 0) := by
  rw [abs_kernel hw hw' hk hk']
  rcases eq_or_ne R 0 with rfl | hR
  · simp [g]
  · -- away from contact both functions g exceed their values at R = 0
    have hR2 : 0 < R ^ 2 := by positivity
    have h1 : k < g w k R := by
      unfold g
      linarith [mul_pos hw hR2]
    have h2 : k' < g w' k' R := by
      unfold g
      linarith [mul_pos hw' hR2]
    have h := mul_lt_mul'' (mul_lt_mul'' h1 h2 hk.le hk'.le) (add_lt_add h1 h2)
      (by positivity) (by positivity)
    have hlt := div_lt_div_of_pos_left (by norm_num : (0 : ℝ) < 3)
      (by positivity : 0 < 2 * (k * k' * (k + k')))
      (mul_lt_mul_of_pos_left h (by norm_num : (0 : ℝ) < 2))
    exact ⟨hlt.le, fun e => absurd e hlt.ne, fun e => absurd e hR⟩

/-- For positive `w` and `w'`, `R⁶ Φ` tends to `-3 / (2 w w' (w + w'))` at large distance. -/
theorem tendsto_pow_six_mul_kernel {w w' : ℝ} (hw : 0 < w) (hw' : 0 < w') (k k' : ℝ) :
    Tendsto (fun R : ℝ => R ^ 6 * kernel w w' k k' R) atTop
      (𝓝 (-3 / (2 * (w * w' * (w + w'))))) := by
  have hlim : ∀ a b : ℝ, Tendsto (fun R : ℝ => a + b / R ^ 2) atTop (𝓝 a) := by
    intro a b
    have h0 : Tendsto (fun R : ℝ => b / R ^ 2) atTop (𝓝 0) :=
      tendsto_const_nhds.div_atTop (tendsto_pow_atTop two_ne_zero)
    simpa using h0.const_add a
  have hne : 2 * (w * w' * (w + w')) ≠ 0 := by positivity
  have h : Tendsto (fun R : ℝ => -3 / (2 * ((w + k / R ^ 2) * (w' + k' / R ^ 2) *
      ((w + k / R ^ 2) + (w' + k' / R ^ 2))))) atTop
      (𝓝 (-3 / (2 * (w * w' * (w + w'))))) :=
    Tendsto.div tendsto_const_nhds
      ((((hlim w k).mul (hlim w' k')).mul ((hlim w k).add (hlim w' k'))).const_mul 2) hne
  refine h.congr' ?_
  filter_upwards [eventually_gt_atTop (0 : ℝ)] with R hR
  -- each factor is g / R²
  have e : ∀ a b : ℝ, a + b / R ^ 2 = g a b R / R ^ 2 := by
    intro a b
    unfold g
    field_simp
  have e3 : 2 * (g w k R / R ^ 2 * (g w' k' R / R ^ 2) *
      (g w k R / R ^ 2 + g w' k' R / R ^ 2)) =
      2 * (g w k R * g w' k' R * (g w k R + g w' k' R)) / R ^ 6 := by ring
  rw [e w k, e w' k', e3, div_div_eq_mul_div, kernel, mul_comm (-3 : ℝ), mul_div_assoc]

/-- For positive parameters `R⁶ |Φ|` is strictly below `3 / (2 w w' (w + w'))` at every distance. -/
theorem pow_six_mul_abs_kernel_lt {w w' k k' : ℝ} (hw : 0 < w) (hw' : 0 < w')
    (hk : 0 < k) (hk' : 0 < k') (R : ℝ) :
    R ^ 6 * |kernel w w' k k' R| < 3 / (2 * (w * w' * (w + w'))) := by
  have p1 := g_pos hw hk R
  have p2 := g_pos hw' hk' R
  have h1 : w * R ^ 2 < g w k R := by unfold g; linarith
  have h2 : w' * R ^ 2 < g w' k' R := by unfold g; linarith
  have h := mul_lt_mul'' (mul_lt_mul'' h1 h2 (by positivity) (by positivity))
    (add_lt_add h1 h2) (by positivity) (by positivity)
  rw [abs_kernel hw hw' hk hk', ← mul_div_assoc,
    div_lt_div_iff₀ (by positivity) (by positivity)]
  linarith

/-- If `k` and `k'` are positive and both `w` and `w'` are at least `w0 > 0`, then at distances of
at least `Rc > 0` the kernel has magnitude at most `3 / (4 w0³ Rc⁶)`. -/
theorem abs_kernel_le_tail {w w' k k' w0 Rc R : ℝ} (h0 : 0 < w0) (hw : w0 ≤ w)
    (hw' : w0 ≤ w') (hk : 0 < k) (hk' : 0 < k') (hc : 0 < Rc) (hR : Rc ≤ R) :
    |kernel w w' k k' R| ≤ 3 / (4 * w0 ^ 3 * Rc ^ 6) := by
  have q1 : 0 < w := h0.trans_le hw
  have q2 : 0 < w' := h0.trans_le hw'
  have p1 := g_pos q1 hk R
  have p2 := g_pos q2 hk' R
  have hsq : Rc ^ 2 ≤ R ^ 2 := pow_le_pow_left₀ hc.le hR 2
  have h1 : w0 * Rc ^ 2 ≤ g w k R := by
    have := mul_le_mul hw hsq (by positivity) q1.le
    unfold g
    linarith
  have h2 : w0 * Rc ^ 2 ≤ g w' k' R := by
    have := mul_le_mul hw' hsq (by positivity) q2.le
    unfold g
    linarith
  have e : 4 * w0 ^ 3 * Rc ^ 6 =
      2 * (w0 * Rc ^ 2 * (w0 * Rc ^ 2) * (w0 * Rc ^ 2 + w0 * Rc ^ 2)) := by ring
  rw [abs_kernel q1 q2 hk hk', e]
  gcongr

/-- If all weights `n i` are nonnegative, all `k i` are positive and all `w i` are at least `w0 >
0`, then dropping all pairs beyond `Rc > 0` never lowers the energy, and raises it by at most `3 N²
/ (8 w0³ Rc⁶)`, where `N` is the sum of the weights. -/
theorem cutoff_error (r : ι → Space) {n w k : ι → ℝ} {w0 Rc : ℝ}
    (hn : ∀ i, 0 ≤ n i) (h0 : 0 < w0) (hw : ∀ i, w0 ≤ w i) (hk : ∀ i, 0 < k i)
    (hc : 0 < Rc) :
    0 ≤ cutoffEnergy r n w k Rc - energy r n w k ∧
      cutoffEnergy r n w k Rc - energy r n w k ≤
        3 * (∑ i, n i) ^ 2 / (8 * w0 ^ 3 * Rc ^ 6) := by
  have hB : 0 ≤ 3 / (4 * w0 ^ 3 * Rc ^ 6) := by positivity
  -- compare the two energies pair by pair
  have hterm : ∀ i j, pairTerm r n w k i j ≤
        (if dist (r i) (r j) ≤ Rc then pairTerm r n w k i j else 0) ∧
      (if dist (r i) (r j) ≤ Rc then pairTerm r n w k i j else 0) ≤
        pairTerm r n w k i j + n i * n j * (3 / (4 * w0 ^ 3 * Rc ^ 6)) := by
    intro i j
    have hnn := mul_nonneg (hn i) (hn j)
    split_ifs with hd
    · exact ⟨le_rfl, le_add_of_nonneg_right (mul_nonneg hnn hB)⟩
    · have hneg := kernel_neg (h0.trans_le (hw i)) (h0.trans_le (hw j))
        (hk i) (hk j) (dist (r i) (r j))
      have ht := (abs_le.mp (abs_kernel_le_tail h0 (hw i) (hw j) (hk i) (hk j) hc
        (not_le.mp hd).le)).1
      refine ⟨mul_nonpos_of_nonneg_of_nonpos hnn hneg.le, ?_⟩
      unfold pairTerm
      rw [← mul_add]
      exact mul_nonneg hnn (by linarith)
  have hlow := Finset.sum_le_sum fun i (_ : i ∈ Finset.univ) =>
    Finset.sum_le_sum fun j (_ : j ∈ Finset.univ) => (hterm i j).1
  have hup := Finset.sum_le_sum fun i (_ : i ∈ Finset.univ) =>
    Finset.sum_le_sum fun j (_ : j ∈ Finset.univ) => (hterm i j).2
  -- the weights of all ordered pairs add up to N²
  have hN : ∀ B : ℝ, ∑ i, ∑ j, n i * n j * B = (∑ i, n i) ^ 2 * B := by
    intro B
    rw [sq, Finset.sum_mul_sum]
    simp only [Finset.sum_mul]
  simp only [Finset.sum_add_distrib] at hup
  rw [hN] at hup
  have e : 3 * (∑ i, n i) ^ 2 / (8 * w0 ^ 3 * Rc ^ 6) =
      1 / 2 * ((∑ i, n i) ^ 2 * (3 / (4 * w0 ^ 3 * Rc ^ 6))) := by ring
  rw [e]
  unfold cutoffEnergy energy
  constructor <;> linarith

/-- Under the hypotheses of `cutoff_error`, with `N` the sum of the weights and `ε > 0`: if `Rc⁶` is
at least `3 N² / (8 w0³ ε)`, the truncated energy differs from the full energy by at most `ε`. -/
theorem cutoff_for_tolerance (r : ι → Space) {n w k : ι → ℝ} {w0 Rc ε : ℝ}
    (hn : ∀ i, 0 ≤ n i) (h0 : 0 < w0) (hw : ∀ i, w0 ≤ w i) (hk : ∀ i, 0 < k i)
    (hc : 0 < Rc) (hε : 0 < ε)
    (h : 3 * (∑ i, n i) ^ 2 / (8 * w0 ^ 3 * ε) ≤ Rc ^ 6) :
    |cutoffEnergy r n w k Rc - energy r n w k| ≤ ε := by
  obtain ⟨hl, hu⟩ := cutoff_error r hn h0 hw hk hc
  rw [abs_of_nonneg hl]
  refine hu.trans ?_
  rw [div_le_iff₀ (by positivity)] at h ⊢
  linarith

end

end VV10Kernel
```

```lean
#print axioms VV10Kernel.abs_kernel_le_contact
-- 'VV10Kernel.abs_kernel_le_contact' depends on axioms: [propext, Classical.choice, Quot.sound]
#print axioms VV10Kernel.tendsto_pow_six_mul_kernel
-- 'VV10Kernel.tendsto_pow_six_mul_kernel' depends on axioms: [propext, Classical.choice, Quot.sound]
#print axioms VV10Kernel.pow_six_mul_abs_kernel_lt
-- 'VV10Kernel.pow_six_mul_abs_kernel_lt' depends on axioms: [propext, Classical.choice, Quot.sound]
#print axioms VV10Kernel.cutoff_for_tolerance
-- 'VV10Kernel.cutoff_for_tolerance' depends on axioms: [propext, Classical.choice, Quot.sound]
```

## What the definitions and hypotheses mean

The finite type `ι` labels the grid points, and `r i` is the position of point i in three-dimensional Euclidean space. The number `n i` is the density at that point multiplied by its quadrature weight, so N = `∑ i, n i` is the grid's value for the electron number. `energy` runs over all ordered pairs, self-pairs included, and the factor 1/2 compensates for counting each pair of distinct points twice. `cutoffEnergy` keeps a pair when `dist (r i) (r j) ≤ Rc`.

In VV10, w is a local frequency built from the density and its gradient, and k is a density-dependent damping term. Here both are free inputs, assumed positive where needed; the limit theorem requires only w and w′ to be positive. The hypothesis `∀ i, w0 ≤ w i` says that no grid point responds more softly than w0, which matters because a small w means a strong long-range tail.

The statements concern a fixed grid with fixed parameters. They do not cover periodic images, quadrature error, negative quadrature weights, the local term that VV10 adds to this double sum, or the effect of truncation on a self-consistent density. Within those limits, `cutoff_for_tolerance` gives a sufficient radius for truncating the double sum in an electronic-structure calculation. It is a worst-case guarantee: at fixed w0 and ε the radius grows as N^(1/3), as the diameter of a compact system does, and it can exceed the size of the whole system. A much shorter cutoff may then be accurate enough, but this bound does not show it.

## How the proof follows the derivation

`g_pos`, `kernel_neg` and `abs_kernel` settle the signs and remove the absolute value. `abs_kernel_le_contact` splits into R = 0, where the two sides agree, and R ≠ 0, where `mul_lt_mul''` multiplies the strict inequalities for g, g′ and their sum. This gives both the bound and the fact that it is reached only at contact.

`tendsto_pow_six_mul_kernel` first takes the limit of the expression in k/R² and k′/R², then uses `congr'` to identify it with R⁶Φ for R > 0. `pow_six_mul_abs_kernel_lt` compares g with wR² in the same way as the contact proof compares it with k.

`abs_kernel_le_tail` establishes g, g′ ≥ w0Rc², and `gcongr` carries this through the fraction. In `cutoff_error`, the step `hterm` bounds the truncated term of each pair from below by the full term, and from above by the full term plus nᵢnⱼ · 3/(4w0³Rc⁶). `Finset.sum_le_sum` adds these bounds over all pairs, and `hN` turns the double sum of weights into N². `cutoff_for_tolerance` then rearranges the bound for a given ε.
